# Four pairwise anticommuting matrices that square to one need a dimension divisible by four

## Why can't the Dirac equation have six components?

Take two complex $n\times n$ matrices with $a^2=b^2=1$ and $ab=-ba$, for example $\sigma_x$ and $\sigma_y$. The product $S=iab$ also squares to one, and $a$ anticommutes with it. So $a$ maps the eigenspace $S=+1$ onto the eigenspace $S=-1$ and back, the two have equal dimension, and $n$ is even.

The Dirac Hamiltonian needs four such matrices, $\beta,\alpha_1,\alpha_2,\alpha_3$. The argument I know says that $n$ must be even and that $n=2$ is too small, so $n=4$ is the first possibility. But six is even too. What rules it out?

## The second pair halves what the first pair left

Six is impossible because your argument can be applied twice. The matrices $\alpha_2$ and $\alpha_3$ anticommute with both $\beta$ and $\alpha_1$, so they commute with $S=i\beta\alpha_1$. They therefore act inside the eigenspace $S=+1$, which has dimension $n/2$, and there they still square to one and anticommute. Hence $n/2$ is even as well. For $n=6$ it would be 3.

The relations come from the free Hamiltonian $H=\sum_j\alpha_jp_j+\beta M$, with mass $M\neq0$ and $c=1$. Requiring $H^2=p^2+M^2$ for all momenta makes the four matrices square to one and anticommute in pairs.

### From one pair to $k$ pairs

Let $A_0,\dots,A_{m-1}$ be complex $n\times n$ matrices that square to one and pairwise anticommute, with $2k\le m$. The claim is that $2^k$ divides $n$. Projectors and traces replace the restriction to subspaces.

**The operator of a pair.** For two members $a,b$ put $S=iab$. Then

$$S^2=-abab=-a(ba)b=a(ab)b=a^2b^2=1.$$

Also $aS=ia^2b=ib$, while $Sa=iaba=-ia^2b=-ib$, so $aS=-Sa$. If $c$ anticommutes with both $a$ and $b$, then $cab=-acb=abc$, so $c$ commutes with $S$.

**A vanishing trace.** Let $P$ commute with $a$. Inserting $a^2=1$ and using cyclicity gives

$$\operatorname{tr}(PS)=\operatorname{tr}(PSaa)=\operatorname{tr}(aPSa)=\operatorname{tr}(PaSa)=-\operatorname{tr}(PSaa)=-\operatorname{tr}(PS),$$

so $\operatorname{tr}(PS)=0$.

**Halving.** Now let $P^2=P$, let $P$ commute with both $a$ and $b$, and set $Q=\tfrac12P(1+S)$. Since $P$ commutes with $S$,

$$Q^2=\tfrac14P^2(1+2S+S^2)=\tfrac14P(2+2S)=Q,\qquad \operatorname{tr}Q=\tfrac12\operatorname{tr}P.$$

**Repetition.** Start from $P_0=1$, whose trace is $n$, and set

$$P_{j+1}=\tfrac12P_j(1+S_j),\qquad S_j=iA_{2j}A_{2j+1}.$$

A matrix that has not been used yet commutes with $P_j$ and with $S_j$, hence with $P_{j+1}$, so the next pair again meets the conditions for halving. After $k$ pairs, $2^k\operatorname{tr}P_k=n$.

**The trace is an integer.** Writing $v=Pv+(v-Pv)$ splits the space into the range and the kernel of an idempotent $P$. It acts as one on the first and as zero on the second, so its trace is its rank. Therefore $n=2^k\operatorname{rank}P_k$, and $2^k$ divides $n$.

**How many matrices fit.** Write $n=2^rq$ with $q$ odd. If $m\ge 2r+2$, then $2^{r+1}$ divides $2^rq$, so $q$ is even, a contradiction. Hence $m\le 2r+1$. In six dimensions $r=1$, and at most three such matrices exist.

### Both relations are needed for all four matrices

In dimension two, the list $\sigma_x,\sigma_y,\sigma_z,0$ anticommutes pairwise, and three of its members square to one. Four does not divide two, so it is not enough that all but one of the squares are right.

The list $\sigma_x,\sigma_y,\sigma_z,\sigma_z$ has the right squares, and only its last two members fail to anticommute. So it is not enough that all but one of the pairs anticommute.

### The relations as a Lean structure

In the code, `n` is not a number but the finite set that labels the spinor components; the dimension is `Fintype.card n`. A family is a function `A : Fin m → Matrix n n ℂ`, numbered from zero. The statement `IsClifford A` contains the two relations: `sq` for the squares and `anticomm` for distinct indices. All squares are $+1$, which is the convention of $\alpha_j$ and $\beta$, not that of the covariant $\gamma^\mu$. The matrices need not be Hermitian.

The main theorem, `two_pow_dvd_dimension`, says that if `IsClifford A` holds and `2 * k ≤ m`, then `2 ^ k` divides `Fintype.card n`. Your case is $m=4$, $k=2$. The theorem `clifford_family_bound` is the bound $m\le2r+1$.

The name `spin` stands for $iab$ for any pair, which is not always a physical spin. For $\sigma_x,\sigma_y$ it is $-\sigma_z$, so `spinUp` selects what a textbook calls spin down along $z$; for $\beta,\alpha_1$ it is no spin component at all. The count is the same for either sign.

Two examples show that the relations can be satisfied. `pauli` has three matrices in dimension two, which reaches the bound for $r=1$. `dirac` has four matrices in dimension four, in the order $\beta,\alpha_1,\alpha_2,\alpha_3$, with components labelled by `Fin 2 ⊕ Fin 2`. For general dimensions the theorems give a necessary condition and no construction.

The step from the relativistic energy relation to the matrix relations is physics that enters through the hypothesis `IsClifford A`. In relativistic electronic structure the result concerns the number of spinor components, on which the constant matrices $\alpha_j$ and $\beta$ act, not the size of a basis set. For a finite register of $r$ qubits, it limits a set of pairwise anticommuting operators with square one to $2r+1$ members.

```lean
import Mathlib

open Matrix

namespace CliffordDimension

noncomputable section

variable {n : Type*} [Fintype n] [DecidableEq n]

/-- A family of complex matrices that square to the identity and pairwise anticommute. -/
structure IsClifford {m : ℕ} (A : Fin m → Matrix n n ℂ) : Prop where
  sq : ∀ i, A i * A i = 1
  anticomm : ∀ i j, i ≠ j → A i * A j = -(A j * A i)

/-- The product `i a b` of a pair of matrices with the imaginary unit. -/
def spin (a b : Matrix n n ℂ) : Matrix n n ℂ := Complex.I • (a * b)

/-- The matrix `P (1 + i a b) / 2`. -/
def spinUp (P a b : Matrix n n ℂ) : Matrix n n ℂ := (1 / 2 : ℂ) • (P * (1 + spin a b))

/-- If `a` and `b` square to one and anticommute, then `spin a b` squares to one. -/
theorem spin_sq {a b : Matrix n n ℂ} (ha : a * a = 1) (hb : b * b = 1)
    (hab : a * b = -(b * a)) : spin a b * spin a b = 1 := by
  have hba : b * a = -(a * b) := by rw [hab, neg_neg]
  have h : a * b * (a * b) = -1 := by
    calc a * b * (a * b) = a * (b * a) * b := by noncomm_ring
      _ = a * (-(a * b)) * b := by rw [hba]
      _ = -((a * a) * (b * b)) := by noncomm_ring
      _ = -1 := by rw [ha, hb, mul_one]
  unfold spin
  rw [Matrix.smul_mul, Matrix.mul_smul, smul_smul, Complex.I_mul_I, h]
  simp

omit [DecidableEq n] in
/-- A matrix that anticommutes with both `a` and `b` commutes with `spin a b`. -/
theorem spin_comm {a b c : Matrix n n ℂ} (hca : c * a = -(a * c))
    (hcb : c * b = -(b * c)) : c * spin a b = spin a b * c := by
  unfold spin
  rw [Matrix.mul_smul, Matrix.smul_mul]
  congr 1
  calc c * (a * b) = (c * a) * b := by noncomm_ring
    _ = -(a * (c * b)) := by rw [hca]; noncomm_ring
    _ = a * b * c := by rw [hcb]; noncomm_ring

/-- If `a` squares to one, anticommutes with `b` and commutes with `P`, then `P * spin a b` has zero
trace. -/
theorem trace_mul_spin {P a b : Matrix n n ℂ} (ha : a * a = 1)
    (hab : a * b = -(b * a)) (hP : a * P = P * a) : (P * spin a b).trace = 0 := by
  -- `a` anticommutes with `spin a b`
  have hS : a * spin a b = -(spin a b * a) := by
    unfold spin
    rw [Matrix.mul_smul, Matrix.smul_mul, ← smul_neg]
    congr 1
    calc a * (a * b) = a * (-(b * a)) := by rw [hab]
      _ = -(a * b * a) := by noncomm_ring
  have h : (P * spin a b).trace = -(P * spin a b).trace := by
    calc (P * spin a b).trace = (P * spin a b * a * a).trace := by
          rw [mul_assoc (P * spin a b), ha, mul_one]
      _ = (a * (P * spin a b * a)).trace := Matrix.trace_mul_comm _ _
      _ = ((a * P) * spin a b * a).trace := by simp only [mul_assoc]
      _ = (P * (a * spin a b) * a).trace := by rw [hP]; simp only [mul_assoc]
      _ = (-(P * spin a b * (a * a))).trace := by rw [hS]; congr 1; noncomm_ring
      _ = -(P * spin a b).trace := by rw [ha, mul_one, Matrix.trace_neg]
  linear_combination (1 / 2 : ℂ) * h

/-- Let `a, b` square to one, anticommute with each other and commute with an idempotent `P`. Then
`spinUp P a b` is idempotent and has half the trace of `P`. -/
theorem spinUp_halves {P a b : Matrix n n ℂ} (hP : P * P = P) (ha : a * a = 1)
    (hb : b * b = 1) (hab : a * b = -(b * a)) (haP : a * P = P * a) (hbP : b * P = P * b) :
    spinUp P a b * spinUp P a b = spinUp P a b ∧ 2 * (spinUp P a b).trace = P.trace := by
  have hSP : spin a b * P = P * spin a b := by
    unfold spin
    rw [Matrix.mul_smul, Matrix.smul_mul, mul_assoc, hbP, ← mul_assoc, haP, mul_assoc]
  have hc : (1 + spin a b) * P = P * (1 + spin a b) := by
    rw [add_mul, mul_add, hSP, one_mul, mul_one]
  have hsq : P * (1 + spin a b) * (P * (1 + spin a b)) = (2 : ℂ) • (P * (1 + spin a b)) := by
    calc P * (1 + spin a b) * (P * (1 + spin a b))
        = P * ((1 + spin a b) * P) * (1 + spin a b) := by noncomm_ring
      _ = P * (P * (1 + spin a b)) * (1 + spin a b) := by rw [hc]
      _ = (P * P) * (1 + spin a b + spin a b + spin a b * spin a b) := by noncomm_ring
      _ = (2 : ℂ) • (P * (1 + spin a b)) := by
          rw [hP, spin_sq ha hb hab, two_smul]; noncomm_ring
  have htr : (P * (1 + spin a b)).trace = P.trace := by
    rw [mul_add, mul_one, Matrix.trace_add, trace_mul_spin ha hab haP, add_zero]
  constructor
  · unfold spinUp
    rw [Matrix.smul_mul, Matrix.mul_smul, hsq, smul_smul, smul_smul]
    norm_num
  · unfold spinUp
    rw [Matrix.trace_smul, htr, smul_eq_mul]
    ring

/-- The trace of an idempotent matrix is its rank. -/
theorem trace_eq_rank {P : Matrix n n ℂ} (hP : P * P = P) : P.trace = (P.rank : ℂ) := by
  have hproj : LinearMap.IsProj (LinearMap.range P.mulVecLin) P.mulVecLin :=
    ⟨fun x => LinearMap.mem_range_self _ x, by
      rintro _ ⟨x, rfl⟩
      simp [Matrix.mulVec_mulVec, hP]⟩
  have e : LinearMap.toMatrix' P.mulVecLin = P := LinearMap.toMatrix'_toLin' P
  have h := hproj.trace
  rw [LinearMap.trace_eq_matrix_trace ℂ (Pi.basisFun ℂ n),
    LinearMap.toMatrix_eq_toMatrix', e] at h
  exact h

/-- If a Clifford family has at least `2 k` members, there is an idempotent whose trace is the
dimension divided by `2 ^ k` and which commutes with every member of index `2 k` or higher. -/
theorem exists_projector {m : ℕ} {A : Fin m → Matrix n n ℂ} (hA : IsClifford A) (k : ℕ)
    (hk : 2 * k ≤ m) : ∃ P : Matrix n n ℂ, P * P = P ∧
      (∀ i : Fin m, 2 * k ≤ (i : ℕ) → A i * P = P * A i) ∧
      2 ^ k * P.trace = (Fintype.card n : ℂ) := by
  induction k with
  | zero => exact ⟨1, by simp, by simp, by simp⟩
  | succ k ih =>
    obtain ⟨P, hP, hc, ht⟩ := ih (by omega)
    -- the next unused pair
    have h0 : 2 * k < m := by omega
    have h1 : 2 * k + 1 < m := by omega
    have hne : (⟨2 * k, h0⟩ : Fin m) ≠ ⟨2 * k + 1, h1⟩ :=
      Fin.ne_of_val_ne (by show 2 * k ≠ 2 * k + 1; omega)
    obtain ⟨hQ, hQt⟩ := spinUp_halves hP (hA.sq ⟨2 * k, h0⟩) (hA.sq ⟨2 * k + 1, h1⟩)
      (hA.anticomm _ _ hne) (hc _ (le_refl (2 * k))) (hc _ (Nat.le_succ (2 * k)))
    refine ⟨_, hQ, fun i hi => ?_, ?_⟩
    · have hs := spin_comm
        (hA.anticomm i ⟨2 * k, h0⟩ (Fin.ne_of_val_ne (by show (i : ℕ) ≠ 2 * k; omega)))
        (hA.anticomm i ⟨2 * k + 1, h1⟩
          (Fin.ne_of_val_ne (by show (i : ℕ) ≠ 2 * k + 1; omega)))
      unfold spinUp
      rw [Matrix.mul_smul, Matrix.smul_mul, ← mul_assoc, hc i (by omega), mul_assoc,
        mul_add, hs, mul_one, mul_assoc, add_mul, one_mul]
    · rw [← ht, ← hQt]
      ring

/-- If at least `2 k` complex matrices square to the identity and pairwise anticommute, then
`2 ^ k` divides their dimension. -/
theorem two_pow_dvd_dimension {m k : ℕ} {A : Fin m → Matrix n n ℂ} (hA : IsClifford A)
    (hk : 2 * k ≤ m) : 2 ^ k ∣ Fintype.card n := by
  obtain ⟨P, hP, -, ht⟩ := exists_projector hA k hk
  rw [trace_eq_rank hP] at ht
  exact ⟨P.rank, by exact_mod_cast ht.symm⟩

/-- In dimension `2 ^ r * q` with `q` odd, at most `2 r + 1` matrices can square to the identity
and pairwise anticommute. -/
theorem clifford_family_bound {m r q : ℕ} {A : Fin m → Matrix n n ℂ} (hA : IsClifford A)
    (hn : Fintype.card n = 2 ^ r * q) (hq : Odd q) : m ≤ 2 * r + 1 := by
  by_contra hm
  have h := two_pow_dvd_dimension (k := r + 1) hA (by omega)
  rw [hn, pow_succ] at h
  have h2 : 2 ∣ q := Nat.dvd_of_mul_dvd_mul_left (by positivity) h
  obtain ⟨t, ht⟩ := hq
  omega

/-- The three Pauli matrices. -/
def pauli : Fin 3 → Matrix (Fin 2) (Fin 2) ℂ :=
  ![!![0, 1; 1, 0], !![0, -Complex.I; Complex.I, 0], !![1, 0; 0, -1]]

/-- The Dirac matrices `beta, alpha_1, alpha_2, alpha_3` in two-by-two blocks. -/
def dirac : Fin 4 → Matrix (Fin 2 ⊕ Fin 2) (Fin 2 ⊕ Fin 2) ℂ :=
  Matrix.vecCons (fromBlocks 1 0 0 (-1)) (fun j => fromBlocks 0 (pauli j) (pauli j) 0)

/-- The three Pauli matrices square to the identity and pairwise anticommute. -/
theorem pauli_witness : IsClifford pauli := by
  constructor
  · intro i
    fin_cases i <;> ext r s <;> fin_cases r <;> fin_cases s <;>
      simp [pauli, Matrix.mul_apply, Fin.sum_univ_succ]
  · intro i j hij
    fin_cases i <;> fin_cases j <;> first
      | exact absurd rfl hij
      | (ext r s; fin_cases r <;> fin_cases s <;>
          simp [pauli, Matrix.mul_apply, Fin.sum_univ_succ])

/-- The four Dirac matrices square to the identity and pairwise anticommute. -/
theorem dirac_witness : IsClifford dirac := by
  constructor
  · intro i
    induction i using Fin.cases with
    | zero => simp [dirac, fromBlocks_multiply]
    | succ i => simp [dirac, fromBlocks_multiply, pauli_witness.sq]
  · intro i j hij
    induction i using Fin.cases with
    | zero =>
      induction j using Fin.cases with
      | zero => exact absurd rfl hij
      | succ j => simp [dirac, fromBlocks_multiply, fromBlocks_neg]
    | succ i =>
      induction j using Fin.cases with
      | zero => simp [dirac, fromBlocks_multiply, fromBlocks_neg]
      | succ j =>
        have h := pauli_witness.anticomm i j (fun h => hij (by rw [h]))
        simp [dirac, fromBlocks_multiply, fromBlocks_neg, h]

end

end CliffordDimension
```

```lean
#print axioms CliffordDimension.two_pow_dvd_dimension
#print axioms CliffordDimension.clifford_family_bound
```

```
'CliffordDimension.two_pow_dvd_dimension' depends on axioms: [propext, Classical.choice, Quot.sound]
'CliffordDimension.clifford_family_bound' depends on axioms: [propext, Classical.choice, Quot.sound]
```

### From the operator of a pair to the rank

`spin_sq` and `spin_comm` are the two computations $S^2=1$ and $cS=Sc$. Their `calc` chains follow the lines above; `noncomm_ring` regroups products without changing the order of the factors, and each exchange of factors is an explicit rewrite with an anticommutation relation.

`trace_mul_spin` first proves $aS=-Sa$ as `hS`. The chain `h` then inserts $a^2$, moves one $a$ to the front by `Matrix.trace_mul_comm`, takes it past $P$, and picks up the sign at $S$. The final `linear_combination` turns $x=-x$ into $x=0$.

`spinUp_halves` is the halving step. Its `hSP` and `hc` show that $P$ commutes with $S$ and with $1+S$. Next, `hsq` gives $(P(1+S))^2=2P(1+S)$, which becomes $Q^2=Q$ once the factors $\tfrac12$ are restored. The trace statement follows from `htr`, where the term $\operatorname{tr}(PS)$ disappears.

`exists_projector` is the induction over pairs. Its claim has three parts: $P$ is idempotent, it commutes with every $A_i$ for which $i\ge2k$, and $2^k\operatorname{tr}P=n$. The second part keeps the induction going, since it supplies the commutation with $A_{2k}$ and $A_{2k+1}$ that `spinUp_halves` requires. For the remaining matrices it is renewed with `spin_comm`.

`trace_eq_rank` views $P$ as a linear map that projects onto its range and uses Mathlib's theorem on the trace of a projection. In `two_pow_dvd_dimension` the trace is replaced by the rank, and `exact_mod_cast` carries the resulting equation from the complex numbers to the natural numbers, where it is the divisibility claim with the rank as quotient.

`clifford_family_bound` argues by contradiction: it applies the main theorem with $k=r+1$, cancels $2^r$, and finds that the odd number $q$ would be even.

Of the examples, `pauli_witness` is checked entry by entry. `dirac_witness` multiplies two-by-two blocks, which reduces the relations among the $\alpha_j$ to those of the Pauli matrices; in the products of $\beta$ with $\alpha_j$, the opposite signs of the diagonal blocks of $\beta$ give the anticommutation.
